# Length and velocity two-photon amplitudes at resonance agree up to \(-w_1w_2\) when their contact terms vanish

Let a system with finitely many levels \(E_n\) absorb photons of frequencies \(w_1,w_2\) between states \(i\) and \(f\), with \(E_f-E_i=w_1+w_2\) and no intermediate one-photon resonance. Let \(X,Y\) be the dipole components that couple to the two photons, and let \(v_X=\mathrm i[H,X]\) be the velocity belonging to \(X\). If the \(f,i\) elements of \([Y,X]\) and \([Y,v_X]\) vanish, the velocity form of the amplitude, summed over both time orders, is \(-w_1w_2\) times the length form. For one colour and one time order, a single matrix element decides whether the corresponding equality holds.

The factor converts vector-potential amplitudes into electric-field amplitudes, since \(\mathcal E=-\partial_tA\) becomes \(\mathcal E=\mathrm i wA\) for an absorbed photon, whose field varies as \(\mathrm e^{-\mathrm i wt}\). This is an identity between second-order amplitudes, not gauge invariance of the full time-dependent dynamics.

## Levels, dipoles and velocities

The finite type `ι` labels the energy eigenstates. Units have \(\hbar=1\) and particle mass \(m=1\) (below, \(m\) is also a matrix index); \(\mathrm i\) is the imaginary unit (`I` in Lean), and the subscript \(i\) is the initial state.

```lean
import Mathlib

open Matrix Complex

namespace TwoPhotonGauge

noncomputable section

variable {ι : Type*} [Fintype ι] [DecidableEq ι]
```

The dipole components \(X,Y\) are arbitrary complex matrices in the energy basis; Hermiticity is not needed. With \(H\) diagonal, the velocity belonging to \(X\) is
\[ v_X=\mathrm i[H,X]. \]

```lean
/-- The velocity operator `i[H, X]` of a dipole component `X`, in the energy basis where `H` is
diagonal with levels `E` (units with `ħ = m = 1`). -/
def velocity (E : ι → ℝ) (X : Matrix ι ι ℂ) : Matrix ι ι ℂ :=
  I • (diagonal (fun n => (E n : ℂ)) * X - X * diagonal (fun n => (E n : ℂ)))
```

The first photon, acting through an operator \(B\), produces amplitudes \(c_n\) satisfying
\[ (E_n-E_i-w)\,c_n=B_{ni}. \]

```lean
/-- The amplitudes `c` solve the first-order response equation for the initial state `i` driven
by the operator `B` at frequency `w`. -/
def IsResponse (E : ι → ℝ) (B : Matrix ι ι ℂ) (i : ι) (w : ℝ) (c : ι → ℂ) : Prop :=
  ∀ n, ((E n : ℂ) - E i - w) * c n = B n i
```

Solving for \(c_n\) gives the usual energy denominator.

```lean
/-- The first-order response written with energy denominators. -/
def response (E : ι → ℝ) (B : Matrix ι ι ℂ) (i : ι) (w : ℝ) (n : ι) : ℂ :=
  B n i / ((E n : ℂ) - E i - w)
```

The second photon completes the transition. Summing over both time orders gives
\[ T(X,Y)=\sum_n\frac{Y_{fn}X_{ni}}{E_n-E_i-w_1}+\sum_n\frac{X_{fn}Y_{ni}}{E_n-E_i-w_2}. \]

```lean
/-- The two-photon amplitude from `i` to `f`, summed over intermediate states and over both time
orders of the photons `(X, w₁)` and `(Y, w₂)`. -/
def twoPhoton (E : ι → ℝ) (X Y : Matrix ι ι ℂ) (i f : ι) (w₁ w₂ : ℝ) : ℂ :=
  ∑ n, Y f n * response E X i w₁ n + ∑ n, X f n * response E Y i w₂ n
```

Since \(H\) is diagonal, the commutator has elements
\[ (v_X)_{mn}=\mathrm i(E_m-E_n)X_{mn}. \]

```lean
/-- A velocity matrix element is `i` times the energy difference times the dipole element. -/
theorem velocity_apply (E : ι → ℝ) (X : Matrix ι ι ℂ) (m n : ι) :
    velocity E X m n = I * ((E m : ℂ) - E n) * X m n := by
  simp only [velocity, Matrix.smul_apply, Matrix.sub_apply, Matrix.diagonal_mul,
    Matrix.mul_diagonal, smul_eq_mul]
  ring
```

Adding and subtracting \(XHY\) in \([H,XY]\) gives the product rule
\[ v_{XY}=v_XY+Xv_Y. \]

```lean
/-- The map `X ↦ i[H, X]` obeys the product rule. -/
theorem velocity_mul (E : ι → ℝ) (X Y : Matrix ι ι ℂ) :
    velocity E (X * Y) = velocity E X * Y + X * velocity E Y := by
  unfold velocity
  rw [Matrix.smul_mul, Matrix.mul_smul, ← smul_add]
  congr 1
  noncomm_ring
```

If \(E_n-E_i\ne w\) for every \(n\), each response equation can be divided by its nonzero coefficient, so its solution is unique.

```lean
omit [Fintype ι] [DecidableEq ι] in
/-- Away from one-photon resonance the response equation has exactly one solution, the one with
energy denominators. -/
theorem isResponse_iff {E : ι → ℝ} {B : Matrix ι ι ℂ} {i : ι} {w : ℝ} {c : ι → ℂ}
    (hne : ∀ n, E n - E i ≠ w) : IsResponse E B i w c ↔ c = response E B i w := by
  rw [funext_iff]
  refine forall_congr' fun n => ?_
  have hD : (E n : ℂ) - E i - w ≠ 0 := sub_ne_zero.mpr (by exact_mod_cast hne n)
  unfold response
  rw [eq_div_iff hD, mul_comm]
```

## Contact terms from one time order

Let \(c\) and \(d\) be the responses to \(X\) and \(v_X\), and put \(\Delta_n=E_n-E_i-w_1\). Cancelling \(\Delta_n\) gives \(d_n=\mathrm i(E_n-E_i)c_n\), which is `e3` in the proof. At resonance \(E_f-E_n=w_2-\Delta_n\), so
\[
\begin{aligned}
(v_Y)_{fn}d_n&=-(w_2-\Delta_n)(E_n-E_i)Y_{fn}c_n\\
&=-w_1w_2Y_{fn}c_n-w_2Y_{fn}X_{ni}+(E_n-E_i)Y_{fn}X_{ni},
\end{aligned}
\]
using \(E_n-E_i=w_1+\Delta_n\) and \(\Delta_nc_n=X_{ni}\). The last term is \(-\mathrm i\,Y_{fn}(v_X)_{ni}\). Summing over \(n\) leaves two contact terms without denominators; the final `linear_combination` checks this algebra term by term.

```lean
/-- At two-photon resonance, with no one-photon resonance at `w₁`, and for one time order, the
velocity amplitude is `-w₁w₂` times the length amplitude plus contact terms without energy
denominators. -/
theorem ordered_velocity_eq (E : ι → ℝ) (X Y : Matrix ι ι ℂ) {i f : ι} {w₁ w₂ : ℝ}
    {c d : ι → ℂ} (hres : E f - E i = w₁ + w₂) (hne : ∀ n, E n - E i ≠ w₁)
    (hc : IsResponse E X i w₁ c) (hd : IsResponse E (velocity E X) i w₁ d) :
    ∑ n, velocity E Y f n * d n = -((w₁ : ℂ) * w₂) * ∑ n, Y f n * c n
      - I * (Y * velocity E X) f i - w₂ * (Y * X) f i := by
  have hE : (E f : ℂ) - E i = w₁ + w₂ := by exact_mod_cast hres
  simp only [Matrix.mul_apply, Finset.mul_sum, ← Finset.sum_sub_distrib]
  refine Finset.sum_congr rfl fun n _ => ?_
  have hD : (E n : ℂ) - E i - w₁ ≠ 0 := sub_ne_zero.mpr (by exact_mod_cast hne n)
  have e1 : ((E n : ℂ) - E i - w₁) * d n = velocity E X n i := hd n
  have e2 : ((E n : ℂ) - E i - w₁) * c n = X n i := hc n
  rw [velocity_apply] at e1
  -- the two responses differ by the factor `i (E_n - E_i)`
  have e3 : d n = I * ((E n : ℂ) - E i) * c n :=
    mul_left_cancel₀ hD (by linear_combination e1 - I * ((E n : ℂ) - E i) * e2)
  rw [velocity_apply, velocity_apply, e3, ← e2]
  linear_combination ((E n : ℂ) - E i) * ((E f : ℂ) - E i - w₁) * Y f n * c n * I_sq
    - ((E n : ℂ) - E i) * Y f n * c n * hE
```

For \(w_1=w_2=w\), the product rule gives
\[ 2\mathrm i w(YX)_{fi}=(v_YX+Yv_X)_{fi}. \]
Eliminating \((YX)_{fi}\) reduces the contact terms to
\[ -\tfrac{\mathrm i}{2}(Yv_X-v_YX)_{fi}, \]
the identity called `key`. Its prefactor is nonzero, so equality with factor \(-w^2\) holds exactly when this element vanishes.

```lean
/-- For two photons of equal frequency `w` with `E f - E i = 2 * w`, no one-photon resonance at `w`,
and one time order, the velocity amplitude is `-w²` times the length amplitude exactly when the `f,
i` element of `Y v_X - v_Y X` vanishes. -/
theorem one_colour_equivalence_iff (E : ι → ℝ) (X Y : Matrix ι ι ℂ) {i f : ι} {w : ℝ}
    {c d : ι → ℂ} (hres : E f - E i = 2 * w) (hne : ∀ n, E n - E i ≠ w)
    (hc : IsResponse E X i w c) (hd : IsResponse E (velocity E X) i w d) :
    ∑ n, velocity E Y f n * d n = -(w : ℂ) ^ 2 * ∑ n, Y f n * c n ↔
      (Y * velocity E X - velocity E Y * X) f i = 0 := by
  have hE : (E f : ℂ) - E i = 2 * w := by exact_mod_cast hres
  have h := ordered_velocity_eq E X Y (f := f) (w₂ := w) (by linarith) hne hc hd
  have h3 := congrFun (congrFun (velocity_mul E Y X) f) i
  rw [velocity_apply, Matrix.add_apply] at h3
  -- the contact terms are proportional to the commutator-like element
  have key : ∑ n, velocity E Y f n * d n - -(w : ℂ) ^ 2 * ∑ n, Y f n * c n
      = -(I / 2) * (Y * velocity E X - velocity E Y * X) f i := by
    rw [Matrix.sub_apply]
    linear_combination h + I / 2 * h3 + (Y * X) f i / 2 * hE
      - ((E f : ℂ) - E i) * (Y * X) f i / 2 * I_sq
  constructor
  · intro h0
    rw [h0, sub_self] at key
    exact (mul_eq_zero.mp key.symm).resolve_left (by simp)
  · intro h0
    rw [h0, mul_zero] at key
    exact sub_eq_zero.mp key
```

## Both time orders and two colours

Exchanging the photons and adding gives the contact terms
\[ -\mathrm i(Yv_X+Xv_Y)_{fi}-(w_2YX+w_1XY)_{fi}. \]
The product rule for \(XY\) replaces \(-\mathrm i(Xv_Y)_{fi}\) by \(\mathrm i(v_XY)_{fi}+(w_1+w_2)(XY)_{fi}\), leaving
\[ -\mathrm i[Y,v_X]_{fi}-w_2[Y,X]_{fi}. \]

```lean
/-- At two-photon resonance, with no one-photon resonance at `w₁` or `w₂`, and with both time
orders, the velocity amplitude is `-w₁w₂` times the length amplitude plus contact terms given by the
commutators `[Y, v_X]` and `[Y, X]`. -/
theorem twoPhoton_velocity_eq (E : ι → ℝ) (X Y : Matrix ι ι ℂ) {i f : ι} {w₁ w₂ : ℝ}
    (hres : E f - E i = w₁ + w₂) (h₁ : ∀ n, E n - E i ≠ w₁) (h₂ : ∀ n, E n - E i ≠ w₂) :
    twoPhoton E (velocity E X) (velocity E Y) i f w₁ w₂
      = -((w₁ : ℂ) * w₂) * twoPhoton E X Y i f w₁ w₂
        - I * (Y * velocity E X - velocity E X * Y) f i - w₂ * (Y * X - X * Y) f i := by
  have hE : (E f : ℂ) - E i = w₁ + w₂ := by exact_mod_cast hres
  have a := ordered_velocity_eq E X Y hres h₁
    ((isResponse_iff h₁).2 rfl) ((isResponse_iff h₁).2 rfl)
  have b := ordered_velocity_eq E Y X (f := f) (w₁ := w₂) (w₂ := w₁) (by linarith) h₂
    ((isResponse_iff h₂).2 rfl) ((isResponse_iff h₂).2 rfl)
  -- the product rule rewrites `X v_Y`, so that the contact terms combine into commutators
  have h3 := congrFun (congrFun (velocity_mul E X Y) f) i
  rw [velocity_apply, Matrix.add_apply] at h3
  unfold twoPhoton
  rw [Matrix.sub_apply, Matrix.sub_apply]
  linear_combination a + b + I * h3 + (X * Y) f i * hE
    - ((E f : ℂ) - E i) * (X * Y) f i * I_sq
```

Setting both elements to zero gives the equivalence. These are assumptions about the finite matrices. For a particle in a local potential, position components commute and \([Y,v_X]\) is a multiple of the identity, so both elements vanish between orthogonal states; truncating the basis can spoil this. In a finite sum over states evaluated exactly, with the undamped denominators above and velocities computed as \(\mathrm i[H,X]\), any departure from the factor \(-w_1w_2\) at two-photon resonance comes from these contact terms.

```lean
/-- At two-photon resonance, with no one-photon resonance at `w₁` or `w₂`: if the `f, i` elements of
`[Y, X]` and `[Y, v_X]` vanish, the two-photon velocity amplitude is `-w₁w₂` times the length
amplitude. -/
theorem resonant_gauge_equivalence (E : ι → ℝ) (X Y : Matrix ι ι ℂ) {i f : ι} {w₁ w₂ : ℝ}
    (hres : E f - E i = w₁ + w₂) (h₁ : ∀ n, E n - E i ≠ w₁) (h₂ : ∀ n, E n - E i ≠ w₂)
    (hXY : (Y * X - X * Y) f i = 0)
    (hcomm : (Y * velocity E X - velocity E X * Y) f i = 0) :
    twoPhoton E (velocity E X) (velocity E Y) i f w₁ w₂
      = -((w₁ : ℂ) * w₂) * twoPhoton E X Y i f w₁ w₂ := by
  rw [twoPhoton_velocity_eq E X Y hres h₁ h₂, hXY, hcomm]
  ring
```

## Four levels with frequencies 5 and 7

Take levels \(0,4,10,12\), numbered from zero, with \(i=0\) and \(f=3\).

```lean
/-- The energies of a four-level model system. -/
def levels : Fin 4 → ℝ := ![0, 4, 10, 12]
```

Both photons have the same polarisation, so \(X=Y\). Only states 1 and 2 contribute, with dipole products \(X_{3n}X_{n0}\) equal to 2 and 1.

```lean
/-- The dipole matrix of the four-level model system. -/
def dipole : Matrix (Fin 4) (Fin 4) ℂ :=
  !![0, 1, 1, 0; 1, 0, 0, 2; 1, 0, 0, 1; 0, 2, 1, 0]
```

The velocity commutator element is
\[ \mathrm i\sum_n(2E_n-12)X_{3n}X_{n0}=\mathrm i(-8+8)=0. \]
The length amplitude is
\[ \left(\frac{2}{-1}+\frac15\right)+\left(\frac{2}{-3}+\frac13\right)=-\frac{32}{15}. \]
The velocity products are \(-64\) and \(-20\), giving
\[ (64-4)+\left(\frac{64}{3}-\frac{20}{3}\right)=\frac{224}{3}=-35\left(-\frac{32}{15}\right). \]
The last theorem checks the hypotheses and the length amplitude; the velocity commutator element and the amplitude are evaluated as finite sums.

```lean
/-- The four-level system with photons of frequencies 5 and 7 and equal polarisation meets all
hypotheses of the gauge equivalence, and its length amplitude is `-32/15`. -/
theorem resonant_gauge_equivalence_witness :
    levels 3 - levels 0 = 5 + 7 ∧ (∀ n, levels n - levels 0 ≠ 5) ∧
    (∀ n, levels n - levels 0 ≠ 7) ∧ (dipole * dipole - dipole * dipole) 3 0 = 0 ∧
    (dipole * velocity levels dipole - velocity levels dipole * dipole) 3 0 = 0 ∧
    twoPhoton levels dipole dipole 0 3 5 7 = -32 / 15 := by
  refine ⟨?_, ?_, ?_, ?_, ?_, ?_⟩
  · simp [levels]
    norm_num
  · intro n
    fin_cases n <;> norm_num [levels]
  · intro n
    fin_cases n <;> norm_num [levels]
  · rw [sub_self, Matrix.zero_apply]
  · rw [Matrix.sub_apply, Matrix.mul_apply, Matrix.mul_apply]
    simp only [velocity_apply, Fin.sum_univ_four]
    simp [levels, dipole]
    ring
  · simp [twoPhoton, response, Fin.sum_univ_four, levels, dipole]
    norm_num

end

end TwoPhotonGauge
```

```lean
#print axioms TwoPhotonGauge.one_colour_equivalence_iff
#print axioms TwoPhotonGauge.twoPhoton_velocity_eq
#print axioms TwoPhotonGauge.resonant_gauge_equivalence
```

```
'TwoPhotonGauge.one_colour_equivalence_iff' depends on axioms: [propext, Classical.choice, Quot.sound]
'TwoPhotonGauge.twoPhoton_velocity_eq' depends on axioms: [propext, Classical.choice, Quot.sound]
'TwoPhotonGauge.resonant_gauge_equivalence' depends on axioms: [propext, Classical.choice, Quot.sound]
```
